# The Hessian of the one-orbital nearest-neighbour band on a simple hypercubic lattice is diagonal

The theorem `hessian_band` concerns a single non-interacting band, E(k) = −∑ tᵢ cos kᵢ. It comes from nearest-neighbour tight binding on a simple hypercubic lattice in d dimensions, with one orbital per site, orbitals on different sites orthonormal, and energies measured from the on-site level. The matrix element for hopping between neighbours along direction i is −tᵢ/2, so tᵢ is twice the usual hopping amplitude; it may be any real number. Each kᵢ is dimensionless, being the wave-vector component times the lattice spacing in that direction. The theorem says that the matrix of second partial derivatives of E at any k is diagonal, with entries tᵢ cos kᵢ. The proof takes the slope along direction j, already known to be tⱼ sin kⱼ, and differentiates it by the chain rule in the step `h3`. It then evaluates that derivative along direction i, treating i = j and i ≠ j separately.

This version doesn't compile in Lean 4 with Mathlib:

```lean
import Mathlib

open scoped Real

namespace HessianBand

noncomputable section

variable {d : ℕ}

/-- The band `E(k) = -∑ tᵢ cos kᵢ` of nearest-neighbour tight binding on a simple hypercubic lattice
in `d` dimensions, with one orbital per site. -/
def band (t k : Fin d → ℝ) : ℝ := -∑ i, t i * Real.cos (k i)

/-- The partial derivative of a function of the wave vector along direction `i`. -/
def partialDeriv (i : Fin d) (f : (Fin d → ℝ) → ℝ) (k : Fin d → ℝ) : ℝ :=
  fderiv ℝ f k (Pi.single i 1)

/-- The Hessian: the matrix of second partial derivatives. -/
def hessian (f : (Fin d → ℝ) → ℝ) (k : Fin d → ℝ) : Matrix (Fin d) (Fin d) ℝ :=
  Matrix.of fun i j => partialDeriv i (partialDeriv j f) k

/-- The band is differentiable, and its gradient has the components `tᵢ sin kᵢ`. -/
theorem hasFDerivAt_band (t k : Fin d → ℝ) :
    HasFDerivAt (band t)
      (∑ i, (t i * Real.sin (k i)) •
        (ContinuousLinearMap.proj i : (Fin d → ℝ) →L[ℝ] ℝ)) k := by
  have hb : band t = fun q => ∑ i, -(t i * Real.cos (q i)) := by
    funext q
    simp [band]
  rw [hb]
  refine HasFDerivAt.fun_sum fun i _ => ?_
  have h1 : HasFDerivAt (fun q : Fin d → ℝ => q i)
      (ContinuousLinearMap.proj i : (Fin d → ℝ) →L[ℝ] ℝ) k := hasFDerivAt_apply i k
  have h2 : HasDerivAt (fun x => -(t i * Real.cos x)) (t i * Real.sin (k i)) (k i) :=
    ((Real.hasDerivAt_cos (k i)).const_mul (t i)).fun_neg.congr_deriv (by ring)
  have h3 := h2.comp_hasFDerivAt k h1
  exact h3

/-- The slope of the band along direction `i` is `tᵢ sin kᵢ`. -/
theorem partialDeriv_band (t : Fin d → ℝ) (i : Fin d) :
    partialDeriv i (band t) = fun k => t i * Real.sin (k i) := by
  funext k
  rw [partialDeriv, (hasFDerivAt_band t k).fderiv]
  simp [sum_apply, Pi.single_apply]

/-- The Hessian of the band is diagonal, with the entries `tᵢ cos kᵢ`. -/
theorem hessian_band (t k : Fin d → ℝ) :
    hessian (band t) k = Matrix.diagonal fun i => t i * Real.cos (k i) := by
  ext i j
  have h1 : HasFDerivAt (fun q : Fin d → ℝ => q j)
      (ContinuousLinearMap.proj j : (Fin d → ℝ) →L[ℝ] ℝ) k := hasFDerivAt_apply j k
  have h2 : HasDerivAt (fun x => t j * Real.sin x) (t j * Real.cos (k j)) (k j) :=
    (Real.hasDerivAt_sin (k j)).const_mul (t j)
  have h3 : HasFDerivAt (fun q : Fin d → ℝ => t j * Real.sin (q j))
      ((t j * Real.cos (k j)) •
        (ContinuousLinearMap.proj j : (Fin d → ℝ) →L[ℝ] ℝ)) k :=
    h2.comp_hasFDerivAt k h1
  rw [hessian, Matrix.of_apply, partialDeriv_band, partialDeriv, h3.fderiv]
  by_cases hij : i = j
  · subst hij
    simp
  · simp [Matrix.diagonal_apply_ne _ hij, Pi.single_apply, Ne.symm hij]

end

end HessianBand
```

Compiling this gives:

```
Main.lean:58:26: error: Application type mismatch: The argument
  h1
has type
  HasFDerivAt (fun q => q j) (ContinuousLinearMap.proj j) k
but is expected to have type
  HasFDerivAt (fun q => Real.sin (q j)) (ContinuousLinearMap.proj j) k
in the application
  HasDerivAt.comp_hasFDerivAt k ?m.138 h1
Main.lean:58:4: error: Application type mismatch: The argument
  h2
has type
  HasDerivAt (fun x => t j * Real.sin x) (t j * Real.cos (k j)) (k j)
but is expected to have type
  HasDerivAt (HMul.hMul (t j)) (t j * Real.cos (k j)) (Real.sin (k j))
in the application
  HasDerivAt.comp_hasFDerivAt k h2
```

Diagnosis. Both messages come from the chain rule in `h3`. The function t j * sin (q j) can be split into an outer and an inner function in more than one way. The proof means the outer one to be x ↦ t j * sin x and the inner one q ↦ q j, as `h2` and `h1` say. But Lean used the stated type of `h3` to settle the split first, and took multiplication by `t j` as the outer function and q ↦ sin (q j) as the inner. Neither `h1` nor `h2` fits that split, so each is reported as a type mismatch.

The repair first states the chain rule as `have h`, with no expected type, so the split is read off `h2` and `h1`. Then `exact h` only has to check that the resulting composition is the function in `h3`, which it is by definition.

Dropping `Pi.single_apply` from the last `simp` is mere tidying.

Fix (accepted with no message):

```diff
@@ -55,11 +55,12 @@
   have h3 : HasFDerivAt (fun q : Fin d → ℝ => t j * Real.sin (q j))
       ((t j * Real.cos (k j)) •
-        (ContinuousLinearMap.proj j : (Fin d → ℝ) →L[ℝ] ℝ)) k :=
-    h2.comp_hasFDerivAt k h1
+        (ContinuousLinearMap.proj j : (Fin d → ℝ) →L[ℝ] ℝ)) k := by
+    have h := h2.comp_hasFDerivAt k h1
+    exact h
   rw [hessian, Matrix.of_apply, partialDeriv_band, partialDeriv, h3.fderiv]
   by_cases hij : i = j
   · subst hij
     simp
-  · simp [Matrix.diagonal_apply_ne _ hij, Pi.single_apply, Ne.symm hij]
+  · simp [Matrix.diagonal_apply_ne _ hij, Ne.symm hij]
 
 end
```
